# A Gaussian trial function for a one-electron atom: the local energy has finite variance, its squared deviation has infinite variance

A variational Monte Carlo run reports an energy together with an error bar computed from the scatter of the sampled local energies. If the squared scatter has no finite variance, the error bar is itself unreliable: for independent samples, its relative error shrinks more slowly than the usual inverse square root of the sample size. This happens for one electron in the field of a nucleus of charge $Z>0$ with the trial function $e^{-ar^2}$, $a>0$, where the error bar jumps when a sample lands very close to the nucleus. A Gaussian is flat at the nucleus, so its kinetic energy cannot cancel the Coulomb singularity. The question is which moments of the local energy survive.

```lean
import Mathlib

open MeasureTheory Set

namespace GaussianTrialSampling

noncomputable section
```

## Trial function, local energy and sampling weight

The trial function is $\psi(r)=e^{-ar^2}$, with $r$ the distance from the nucleus in atomic units.

```lean
/-- The Gaussian trial function `exp (-a r²)`. -/
def gaussian (a r : ℝ) : ℝ := Real.exp (-a * r ^ 2)
```

For a spherical $\psi$ the local energy is
$$e(r)=\frac{H\psi}{\psi}=-\frac{1}{2\psi}\left(\psi''+\frac{2}{r}\psi'\right)-\frac{Z}{r}.$$
`localEnergy` uses Lean's actual derivatives `deriv`, so the closed form below is a theorem and not a definition.

```lean
/-- The local energy `(Hψ)/ψ` of a spherical trial function `ψ` in the field of a nucleus of charge
`Z`, in atomic units, at a distance `r > 0` where `ψ` is twice differentiable and nonzero. -/
def localEnergy (Z : ℝ) (ψ : ℝ → ℝ) (r : ℝ) : ℝ :=
  -(1 / 2) * (deriv (deriv ψ) r + 2 / r * deriv ψ r) / ψ r - Z / r
```

Sampling from $\psi^2$ in three dimensions gives the radial density $r^2\psi^2$ up to a constant. `radialWeight` includes the $r^2$ of the volume element and is unnormalised; the normalised density is $\frac{4(2a)^{3/2}}{\sqrt\pi}\,r^2e^{-2ar^2}$. The constant does not affect which moments are finite.

```lean
/-- The unnormalised radial sampling density `r² ψ(r)²`. -/
def radialWeight (ψ : ℝ → ℝ) (r : ℝ) : ℝ := r ^ 2 * ψ r ^ 2
```

## The Coulomb term survives in the local energy

The chain rule gives $\psi'=-2ar\,\psi$.

```lean
/-- The slope of the Gaussian trial function at `r` is `-2 a r` times its value. -/
theorem hasDerivAt_gaussian (a r : ℝ) :
    HasDerivAt (gaussian a) (-2 * a * r * gaussian a r) r := by
  have h : HasDerivAt (fun x : ℝ => -a * x ^ 2) (-a * (2 * r)) r :=
    ((hasDerivAt_pow 2 r).const_mul (-a)).congr_deriv (by simp)
  exact h.exp.congr_deriv (by unfold gaussian; ring)
```

The product rule then gives $\psi''=(4a^2r^2-2a)\psi$, so that
$$e(r)=-\tfrac12\left(4a^2r^2-2a-4a\right)-\frac Zr=3a-2a^2r^2-\frac Zr .$$
In the proof, `h1` and `h2` are the two derivatives, and `field_simp` cancels the nonzero factor $\psi$.

```lean
/-- Away from the nucleus, the Gaussian trial function has local energy
`3a - 2a²r² - Z/r`. -/
theorem localEnergy_gaussian (a Z : ℝ) {r : ℝ} (hr : r ≠ 0) :
    localEnergy Z (gaussian a) r = 3 * a - 2 * a ^ 2 * r ^ 2 - Z / r := by
  have h1 : deriv (gaussian a) = fun x => -2 * a * x * gaussian a x :=
    funext fun x => (hasDerivAt_gaussian a x).deriv
  have h2 : deriv (fun x => -2 * a * x * gaussian a x) r
      = (4 * a ^ 2 * r ^ 2 - 2 * a) * gaussian a r := by
    have h := ((hasDerivAt_id' r).const_mul (-2 * a)).fun_mul (hasDerivAt_gaussian a r)
    exact h.deriv.trans (by ring)
  have h0 : gaussian a r ≠ 0 := (Real.exp_pos _).ne'
  unfold localEnergy
  rw [h1, h2]
  field_simp
  ring
```

## The moment integrand as a power times a continuous factor

Let $c$ be a reference energy, for instance the mean energy. For $r>0$,
$$e(r)-c=\frac{N(r)}{r},\qquad N(r)=(3a-c)r-2a^2r^3-Z,$$
and the integrand of the moment of order $p$ becomes
$$r^2\psi^2|e-c|^p=r^{2-p}\,e^{-2ar^2}\,|N(r)|^p .$$
The singularity now sits entirely in $r^{2-p}$, since $N(0)=-Z$ is finite and nonzero.

```lean
/-- For `r > 0` the integrand of the `p`-th absolute moment of the local energy about `c` is
`r^(2-p)` times `exp (-2a r²)` times `|(3a - c) r - 2a² r³ - Z|^p`. -/
theorem moment_integrand (a Z c p : ℝ) {r : ℝ} (hr : 0 < r) :
    radialWeight (gaussian a) r * |localEnergy Z (gaussian a) r - c| ^ p
      = r ^ (2 - p) * Real.exp (-(2 * a) * r ^ 2)
        * |(3 * a - c) * r - 2 * a ^ 2 * r ^ 3 - Z| ^ p := by
  have hE : localEnergy Z (gaussian a) r - c
      = ((3 * a - c) * r - 2 * a ^ 2 * r ^ 3 - Z) / r := by
    have hz : Z / r * r = Z := div_mul_cancel₀ Z hr.ne'
    rw [localEnergy_gaussian a Z hr.ne', eq_div_iff hr.ne']
    linear_combination -hz
  have hG : gaussian a r ^ 2 = Real.exp (-(2 * a) * r ^ 2) := by
    unfold gaussian
    rw [← Real.exp_nat_mul]
    congr 1
    push_cast
    ring
  rw [radialWeight, hG, hE, abs_div, abs_of_pos hr, Real.div_rpow (abs_nonneg _) hr.le,
    Real.rpow_sub hr, Real.rpow_two]
  ring
```

## The cubic grows more slowly than a Gaussian decays

At large $r$ the factor $|N|^p$ must not spoil the decay. Put $t=ar^2/3$ and $E=e^t\ge 1+t+t^2/2$. Then $1\le E$, $r^2\le\frac3aE$ and $r^4\le\frac{18}{a^2}E$. Since $r\le1+r^2$ and $r^3\le1+r^4$, for $B,Z\ge0$
$$|Ar-Br^3-Z|\le CE,\qquad C=|A|\left(1+\tfrac3a\right)+B\left(1+\tfrac{18}{a^2}\right)+Z .$$

```lean
/-- For `a > 0` and `B, Z ≥ 0`, the cubic `A r - B r³ - Z` is bounded on `r ≥ 0` by a
multiple of the growing Gaussian `exp (a r²/3)`. -/
theorem cubic_le_exp {a B Z : ℝ} (A : ℝ) (ha : 0 < a) (hB : 0 ≤ B) (hZ : 0 ≤ Z) :
    ∃ C, 0 ≤ C ∧ ∀ r, 0 ≤ r →
      |A * r - B * r ^ 3 - Z| ≤ C * Real.exp (a / 3 * r ^ 2) := by
  refine ⟨|A| * (1 + 3 / a) + B * (1 + 18 / a ^ 2) + Z, by positivity, fun r hr => ?_⟩
  have ht : 0 ≤ a / 3 * r ^ 2 := by positivity
  have hq := Real.quadratic_le_exp_of_nonneg ht
  generalize Real.exp (a / 3 * r ^ 2) = E at hq ⊢
  have ht2 := sq_nonneg (a / 3 * r ^ 2)
  have h1 : 1 ≤ E := by linarith
  have h2 : r ^ 2 ≤ 3 / a * E := by
    calc r ^ 2 = 3 / a * (a / 3 * r ^ 2) := by field_simp
      _ ≤ 3 / a * E := mul_le_mul_of_nonneg_left (by linarith) (by positivity)
  have h4 : r ^ 4 ≤ 18 / a ^ 2 * E := by
    calc r ^ 4 = 18 / a ^ 2 * ((a / 3 * r ^ 2) ^ 2 / 2) := by
          rw [div_mul_eq_mul_div (18 : ℝ) (a ^ 2), eq_div_iff (pow_ne_zero 2 ha.ne')]
          ring
      _ ≤ 18 / a ^ 2 * E := mul_le_mul_of_nonneg_left (by linarith) (by positivity)
  have hr1 : r ≤ (1 + 3 / a) * E := by
    rw [add_mul, one_mul]
    nlinarith [sq_nonneg (r - 1)]
  have hr3 : r ^ 3 ≤ (1 + 18 / a ^ 2) * E := by
    rw [add_mul, one_mul]
    nlinarith [sq_nonneg (r ^ 2 - r), sq_nonneg (r ^ 2 - 1), pow_nonneg hr 4]
  calc |A * r - B * r ^ 3 - Z| ≤ |A| * r + B * r ^ 3 + Z := by
        have i1 := mul_le_mul_of_nonneg_right (le_abs_self A) hr
        have i2 := mul_le_mul_of_nonneg_right (neg_abs_le A) hr
        have i3 := mul_nonneg hB (pow_nonneg hr 3)
        rw [abs_le]
        constructor <;> linarith
    _ ≤ |A| * ((1 + 3 / a) * E) + B * ((1 + 18 / a ^ 2) * E) + Z * E :=
        add_le_add (add_le_add (mul_le_mul_of_nonneg_left hr1 (abs_nonneg A))
          (mul_le_mul_of_nonneg_left hr3 hB)) (le_mul_of_one_le_right hZ h1)
    _ = _ := by ring
```

## Finite moments exactly below order three

**Divergence for $p\ge3$.** Let $\delta=\min\left(1,\frac{Z}{2(|3a-c|+1)}\right)$. For $0<r<\delta$ we have $(3a-c)r\le Z/2$, hence $|N|\ge -N\ge Z/2$, and also $e^{-2ar^2}\ge e^{-2a}$. The integrand is therefore at least
$$e^{-2a}(Z/2)^p\,r^{2-p}.$$
If the moment is finite, $r^{2-p}$ is integrable on $(0,\delta)$, which requires $2-p>-1$.

**Convergence for $0\le p<3$.** With $A=3a-c$ and $B=2a^2$, the cubic bound gives $|N|^p\le C^pe^{par^2/3}\le C^pe^{ar^2}$. The integrand is at most $C^p\,r^{2-p}e^{-ar^2}$, which is integrable because $2-p>-1$.

In Lean, `IntegrableOn … (Ioi 0)` is integrability over $0<r<\infty$. Both directions compare functions through `Integrable.mono'`. The theorem takes real $p\ge0$ and any real $c$. Some nuclear charge is needed: for $Z=0$ every such moment is finite.

```lean
/-- For `a, Z > 0`, `p ≥ 0` and any reference energy `c`, the `p`-th absolute moment of the
local energy about `c`, sampled from the squared Gaussian, is finite exactly when `p < 3`. -/
theorem moment_integrable_iff {a Z p : ℝ} (ha : 0 < a) (hZ : 0 < Z) (hp : 0 ≤ p) (c : ℝ) :
    IntegrableOn (fun r => radialWeight (gaussian a) r
      * |localEnergy Z (gaussian a) r - c| ^ p) (Ioi 0) ↔ p < 3 := by
  refine (integrableOn_congr_fun (g := fun r => r ^ (2 - p) * Real.exp (-(2 * a) * r ^ 2)
    * |(3 * a - c) * r - 2 * a ^ 2 * r ^ 3 - Z| ^ p)
    (fun r hr => moment_integrand a Z c p (mem_Ioi.mp hr)) measurableSet_Ioi).trans ?_
  constructor
  · intro h
    -- close to the nucleus the integrand is at least a multiple of `r^(2-p)`
    have hM : 0 < 2 * (|3 * a - c| + 1) := by positivity
    have hδ : 0 < min 1 (Z / (2 * (|3 * a - c| + 1))) := lt_min one_pos (div_pos hZ hM)
    have hK : 0 < Real.exp (-(2 * a)) * (Z / 2) ^ p := by positivity
    have hint : IntegrableOn (fun r : ℝ => r ^ (2 - p))
        (Ioo 0 (min 1 (Z / (2 * (|3 * a - c| + 1))))) := by
      refine Integrable.mono' ((h.mono_set Ioo_subset_Ioi_self).const_mul
        (Real.exp (-(2 * a)) * (Z / 2) ^ p)⁻¹)
        (measurable_id.pow_const (2 - p)).aestronglyMeasurable ?_
      refine (ae_restrict_iff' measurableSet_Ioo).mpr (Filter.Eventually.of_forall ?_)
      rintro r ⟨hr0, hr⟩
      have hr1 : r < 1 := (lt_min_iff.mp hr).1
      have hrM := (lt_div_iff₀ hM).mp (lt_min_iff.mp hr).2
      have hX : Z / 2 ≤ |(3 * a - c) * r - 2 * a ^ 2 * r ^ 3 - Z| := by
        have i1 := mul_le_mul_of_nonneg_right (le_abs_self (3 * a - c)) hr0.le
        have i2 : 0 ≤ 2 * a ^ 2 * r ^ 3 := by positivity
        have i3 := neg_le_abs ((3 * a - c) * r - 2 * a ^ 2 * r ^ 3 - Z)
        linarith
      have hexp : Real.exp (-(2 * a)) ≤ Real.exp (-(2 * a) * r ^ 2) := by
        have hsq : r ^ 2 ≤ 1 := pow_le_one₀ hr0.le hr1.le
        exact Real.exp_le_exp.mpr (by nlinarith [mul_nonneg ha.le (sub_nonneg.mpr hsq)])
      have hmain : Real.exp (-(2 * a)) * (Z / 2) ^ p * r ^ (2 - p)
          ≤ r ^ (2 - p) * Real.exp (-(2 * a) * r ^ 2)
            * |(3 * a - c) * r - 2 * a ^ 2 * r ^ 3 - Z| ^ p := by
        calc _ = r ^ (2 - p) * Real.exp (-(2 * a)) * (Z / 2) ^ p := by ring
          _ ≤ _ := mul_le_mul (mul_le_mul_of_nonneg_left hexp (Real.rpow_nonneg hr0.le _))
            (Real.rpow_le_rpow (by positivity) hX hp) (by positivity) (by positivity)
      exact (Real.norm_of_nonneg (Real.rpow_nonneg hr0.le _)).le.trans
        ((le_inv_mul_iff₀ hK).mpr hmain)
    have := (intervalIntegral.integrableOn_Ioo_rpow_iff hδ).mp hint
    linarith
  · intro h3
    -- the cubic costs at most half of the Gaussian decay
    obtain ⟨C, hC, hbound⟩ := cubic_le_exp (B := 2 * a ^ 2) (3 * a - c) ha (by positivity) hZ.le
    have hdom : IntegrableOn (fun r : ℝ => r ^ (2 - p) * Real.exp (-a * r ^ 2)) (Ioi 0) :=
      integrableOn_rpow_mul_exp_neg_mul_sq ha (by linarith)
    have hcont : Continuous fun r : ℝ => |(3 * a - c) * r - 2 * a ^ 2 * r ^ 3 - Z| := by
      fun_prop
    have hcexp : Continuous fun r : ℝ => Real.exp (-(2 * a) * r ^ 2) := by fun_prop
    refine Integrable.mono' (hdom.const_mul (C ^ p))
      (((measurable_id.pow_const (2 - p)).mul hcexp.measurable).mul
        (hcont.measurable.pow_const p)).aestronglyMeasurable ?_
    refine (ae_restrict_iff' measurableSet_Ioi).mpr (Filter.Eventually.of_forall ?_)
    intro r hr
    have hr0 : 0 < r := hr
    have hX : |(3 * a - c) * r - 2 * a ^ 2 * r ^ 3 - Z| ^ p
        ≤ C ^ p * Real.exp (a * r ^ 2) := by
      refine (Real.rpow_le_rpow (abs_nonneg _) (hbound r hr0.le) hp).trans ?_
      rw [Real.mul_rpow hC (Real.exp_pos _).le, ← Real.exp_mul]
      refine mul_le_mul_of_nonneg_left (Real.exp_le_exp.mpr ?_) (Real.rpow_nonneg hC _)
      nlinarith [mul_nonneg (mul_nonneg ha.le (sq_nonneg r)) (sub_nonneg.mpr h3.le)]
    have hexp : Real.exp (-(2 * a) * r ^ 2) * Real.exp (a * r ^ 2)
        = Real.exp (-a * r ^ 2) := by
      rw [← Real.exp_add]
      congr 1
      ring
    refine (Real.norm_of_nonneg (by positivity)).le.trans ?_
    calc _ ≤ r ^ (2 - p) * Real.exp (-(2 * a) * r ^ 2) * (C ^ p * Real.exp (a * r ^ 2)) :=
          mul_le_mul_of_nonneg_left hX (by positivity)
      _ = C ^ p * (r ^ (2 - p) * Real.exp (-a * r ^ 2)) := by rw [← hexp]; ring
```

## The energy variance is finite

Taking $p=2$ gives a finite mean of $(e-c)^2$. With $c$ the mean energy, this is the energy variance after normalisation.

```lean
/-- For `a, Z > 0` the squared deviation of the local energy from any reference energy `c`
has a finite mean under Gaussian sampling. -/
theorem squaredDeviation_integrable {a Z : ℝ} (ha : 0 < a) (hZ : 0 < Z) (c : ℝ) :
    IntegrableOn (fun r => radialWeight (gaussian a) r
      * (localEnergy Z (gaussian a) r - c) ^ 2) (Ioi 0) := by
  have h := (moment_integrable_iff (p := 2) ha hZ (by norm_num) c).mpr (by norm_num)
  simpa only [Real.rpow_two, sq_abs] using h
```

## The squared deviation has infinite variance

Write $x=e-c$ and let $v$ be any real number. From
$$x^4=(x^2-v)^2+2v\,x^2-v^2,$$
a finite mean of $(x^2-v)^2$ would make the fourth moment finite, because the moments of orders two and zero are finite. Order four is excluded by the criterion. The integrand is non-negative, so its failure to be integrable means that the integral diverges. Choosing $c$ as the mean energy and $v$ as the variance gives the infinite variance of the squared deviation.

In the proof, `h4` assembles the right-hand side of the identity and `hfour` recognises it as the fourth moment.

```lean
/-- For `a, Z > 0` and any reference energy `c`, the squared deviation of the local energy from `c`
has an infinite mean square deviation from every value `v` under Gaussian sampling. -/
theorem squaredDeviation_infinite_variance {a Z : ℝ} (ha : 0 < a) (hZ : 0 < Z) (c v : ℝ) :
    ¬ IntegrableOn (fun r => radialWeight (gaussian a) r
      * ((localEnergy Z (gaussian a) r - c) ^ 2 - v) ^ 2) (Ioi 0) := by
  intro h
  have h0 := (moment_integrable_iff (p := 0) ha hZ le_rfl c).mpr (by norm_num)
  have h2 := squaredDeviation_integrable ha hZ c
  -- `x⁴ = (x² - v)² + 2 v x² - v²` would make the fourth moment finite
  have h4 := (Integrable.add h (h2.const_mul (2 * v))).sub (h0.const_mul (v ^ 2))
  have hfour : IntegrableOn (fun r => radialWeight (gaussian a) r
      * |localEnergy Z (gaussian a) r - c| ^ (4 : ℝ)) (Ioi 0) := by
    refine IntegrableOn.congr_fun h4 (fun r _ => ?_) measurableSet_Ioi
    have hx : |localEnergy Z (gaussian a) r - c| ^ (4 : ℝ)
        = (localEnergy Z (gaussian a) r - c) ^ 4 := by
      rw [show (4 : ℝ) = ((4 : ℕ) : ℝ) by norm_num, Real.rpow_natCast]
      exact Even.pow_abs ⟨2, rfl⟩ _
    simp only [Pi.add_apply, Pi.sub_apply, hx, Real.rpow_zero]
    ring
  have := (moment_integrable_iff (p := 4) ha hZ (by norm_num) c).mp hfour
  linarith

end

end GaussianTrialSampling
```

```lean
#print axioms GaussianTrialSampling.squaredDeviation_infinite_variance
```

```
'GaussianTrialSampling.squaredDeviation_infinite_variance' depends on axioms: [propext, Classical.choice, Quot.sound]
```

## Error bars in variational Monte Carlo

In the simplest setting, a calculation draws $n$ independent points from $\psi^2$, averages $e(r_i)$, and computes the sample variance $s^2$ for the error bar $s/\sqrt n$. Markov-chain sampling gives correlated points, and the error bar must then also account for the correlation. The theorems concern deviations from a fixed $c$, whereas $s^2$ uses the sample mean; for independent points and $n\ge2$, standard statistics carries the infinite variance over to $s^2$.

For $Z=1$ and $a=0.3$, about one point in three million falls within $0.01$ bohr of the nucleus. At that distance the local energy is about $-99$ hartree, and its squared deviation is nearly $10^4$. Such rare points leave the average energy with a finite variance but dominate the fluctuations of $s^2$.

The same argument in two dimensions, with the potential still $-Z/r$, replaces the volume factor $r^2$ by $r$ and moves the threshold to $p<2$. There the energy variance itself is infinite.
